# Longitudinal and transverse eigenvalues in a long-wavelength model of the triangular Wigner crystal

## Electrons held by Coulomb forces and springs

How fast does a two-dimensional Wigner crystal vibrate when the wavelength is much longer than the lattice spacing? The model used here keeps the long-range Coulomb force in its leading long-wavelength form and represents all remaining forces by central springs between nearest neighbours on the triangular lattice.

Take Gaussian units with electron charge and mass equal to one. Let $n$ be the number of electrons per area, $q\neq0$ the wavevector and $u$ the amplitude of a displacement wave $u\,e^{iq\cdot r}$, where $r$ is the position in the plane. This wave changes the density by a wave of amplitude $-i\,n\,(q\cdot u)$. In the plane, a density wave of amplitude $\delta n$ produces the potential $2\pi\,\delta n/|q|$, so the force on an electron is $-(2\pi n/|q|)\,q\,(q\cdot u)$.

A spring of constant $k$ along the unit bond vector $e$, at lattice spacing $a$, contributes $k\,(1-\cos(a\,q\cdot e))\,ee^T$ to the dynamical matrix. For small $|q|$ this is $\tfrac12ka^2(q\cdot e)^2ee^T$. With $K=\tfrac12ka^2$, the equation of motion is $\ddot u=-D(q)u$, where

$$D(q)=\frac{2\pi n}{|q|}\,qq^T+K\sum_e (q\cdot e)^2\,ee^T$$

and $e$ runs over the six bonds. The eigenvalues of $D$ are squared frequencies. Note that $K$ is not the spring constant itself but contains the factor $a^2/2$.

## One mode along the wavevector, one across it

For $q\neq0$, the vector $q$ is an eigenvector of $D(q)$ with eigenvalue

$$\lambda_L=2\pi n|q|+\tfrac94K|q|^2,$$

and every nonzero vector perpendicular to $q$ is an eigenvector with eigenvalue

$$\lambda_T=\tfrac34K|q|^2.$$

There are no other eigenvalues. For $n,K>0$ the longitudinal frequency therefore vanishes as $\sqrt{|q|}$ and the transverse one linearly in $|q|$. A triangular crystal with pure Coulomb forces on a uniform neutralising background shows the same two powers of $|q|$, but its $|q|^2$ correction to $\lambda_L$ is negative, which springs with $K>0$ cannot reproduce.

## The six bonds add up to an isotropic matrix

Write $q=(q_0,q_1)$. Opposite bonds contribute equally, so it is enough to double the sum over $(1,0)$, $(\tfrac12,\tfrac{\sqrt3}2)$ and $(-\tfrac12,\tfrac{\sqrt3}2)$. For the last two bonds, the squares $(q\cdot e)^2$ are

$$\alpha=\tfrac14(q_0+\sqrt3\,q_1)^2,\qquad \beta=\tfrac14(-q_0+\sqrt3\,q_1)^2,$$

with $\alpha+\beta=\tfrac12(q_0^2+3q_1^2)$ and $\alpha-\beta=\sqrt3\,q_0q_1$. The entries of the bond sum $B$ are

$$\begin{aligned}
B_{00}&=2q_0^2+\tfrac12(\alpha+\beta)=\tfrac34(3q_0^2+q_1^2),\\
B_{01}=B_{10}&=\tfrac{\sqrt3}{2}(\alpha-\beta)=\tfrac32q_0q_1,\\
B_{11}&=\tfrac32(\alpha+\beta)=\tfrac34(q_0^2+3q_1^2).
\end{aligned}$$

Together these say

$$B=\tfrac34\left(|q|^2\,\mathbb 1+2\,qq^T\right).$$

No lattice direction is left in the result.

## Reading off the modes

For any displacement $v$ it follows that

$$Dv=\left(\frac{2\pi n}{|q|}+\frac32K\right)(q\cdot v)\,q+\frac34K|q|^2\,v.$$

Setting $v=q$ gives $2\pi n|q|+(\tfrac32+\tfrac34)K|q|^2=\lambda_L$. If $q\cdot v=0$, only the last term remains, which gives $\lambda_T$.

To see that the list is complete, let $Dv=\mu v$ with $v\neq0$. If $q\cdot v=0$, then $\mu v=\lambda_Tv$, hence $\mu=\lambda_T$. Otherwise the scalar product with $q$ gives $\lambda_L(q\cdot v)=\mu(q\cdot v)$, hence $\mu=\lambda_L$. Both values occur, the second for the vector $(-q_1,q_0)$.

The scalar product with $v$ gives the quadratic form

$$v\cdot Dv=\left(\frac{2\pi n}{|q|}+\frac32K\right)(q\cdot v)^2+\frac34K|q|^2|v|^2,$$

which is positive for $n,K>0$ and $q,v\neq0$. Both squared frequencies are then positive, so the model crystal is stable against long-wavelength displacements, the range in which $D(q)$ was derived.

The square lattice behaves differently. Its four bonds give the diagonal matrix with entries $2q_0^2$ and $2q_1^2$. At $q=(2,1)$ this sends $q$ to $(16,2)$, which would have to equal $\mu(2,1)$. The first component requires $\mu=8$ and the second $\mu=2$, so $q$ is not an eigenvector of the bond sum.

## Vectors, lengths and eigenvectors in Lean

A vector in the plane is a function `Fin 2 → ℝ`, with components `q 0` and `q 1`. Mathlib's default norm on such functions is the maximum norm, so the Euclidean length $|q|$ is defined separately as `len q`, the square root of `q ⬝ᵥ q`. The product $qq^T$ is `vecMulVec q q`, and `*ᵥ` applies a matrix to a vector.

`triangularBond` lists the six unit vectors, `bondMatrix` forms the sum over any finite family of bonds, and `dynamicalMatrix n K q` is $D(q)$. The main theorem, `longitudinal_and_transverse_modes`, states both eigenvector relations for the linear map belonging to this matrix. `HasEigenvector` includes the requirement that the vector be nonzero, which for the longitudinal mode is the hypothesis `hq : q ≠ 0`. The numbers `n` and `K` may be any reals in this theorem and in `spectrum_complete`; they are assumed positive only in `stability`. The two eigenvalues may coincide for special values, for instance when `n` and `K` are both zero.

The matrix enters as a definition, with `n` and `K` independent. The theorems concern this matrix, which shares only the leading Coulomb term with the dynamical matrix of a purely Coulomb crystal. There the terms of order $|q|^2$ come from a lattice sum over all neighbours together with the neutralising background, and their longitudinal and transverse coefficients have opposite signs instead of the ratio $3:1$ that the springs give.

## The complete Lean source

```lean
import Mathlib

open Matrix
open scoped Real

namespace WignerCrystalModes

noncomputable section

/-- The Euclidean length of a vector in the plane. -/
def len (q : Fin 2 → ℝ) : ℝ := √(q ⬝ᵥ q)

/-- The six unit vectors from a site of the triangular lattice to its nearest neighbours. -/
def triangularBond : Fin 6 → Fin 2 → ℝ :=
  ![![1, 0], ![1 / 2, √3 / 2], ![-1 / 2, √3 / 2],
    ![-1, 0], ![-1 / 2, -√3 / 2], ![1 / 2, -√3 / 2]]

/-- The four unit vectors from a site of the square lattice to its nearest neighbours. -/
def squareBond : Fin 4 → Fin 2 → ℝ :=
  ![![1, 0], ![0, 1], ![-1, 0], ![0, -1]]

/-- The sum of `(q·e)² e eᵀ` over a finite family of bond vectors `e`. -/
def bondMatrix {N : ℕ} (e : Fin N → Fin 2 → ℝ) (q : Fin 2 → ℝ) :
    Matrix (Fin 2) (Fin 2) ℝ :=
  ∑ k, (q ⬝ᵥ e k) ^ 2 • vecMulVec (e k) (e k)

/-- The long-wavelength dynamical matrix at wavevector `q ≠ 0`: a Coulomb term for electrons
of areal density `n`, and central bonds of strength `K` on the triangular lattice. -/
def dynamicalMatrix (n K : ℝ) (q : Fin 2 → ℝ) : Matrix (Fin 2) (Fin 2) ℝ :=
  (2 * π * n / len q) • vecMulVec q q + K • bondMatrix triangularBond q

/-- The squared length of a vector is its scalar product with itself. -/
theorem len_sq (q : Fin 2 → ℝ) : len q ^ 2 = q ⬝ᵥ q := by
  apply Real.sq_sqrt
  simp only [dotProduct, Fin.sum_univ_two]
  exact add_nonneg (mul_self_nonneg _) (mul_self_nonneg _)

/-- A nonzero vector has positive length. -/
theorem len_pos {q : Fin 2 → ℝ} (hq : q ≠ 0) : 0 < len q := by
  refine lt_of_le_of_ne (Real.sqrt_nonneg _) fun h => hq ?_
  have h2 := len_sq q
  have h0 : len q = 0 := h.symm
  rw [h0] at h2
  exact dotProduct_self_eq_zero.1 (by linarith)

/-- The bond sum of the triangular lattice is isotropic: it is built from the identity and `q qᵀ`,
with coefficients `(3/4)|q|²` and `3/2`. -/
theorem triangular_isotropy (q : Fin 2 → ℝ) :
    bondMatrix triangularBond q =
      (3 / 4 : ℝ) • ((q ⬝ᵥ q) • (1 : Matrix (Fin 2) (Fin 2) ℝ)
        + (2 : ℝ) • vecMulVec q q) := by
  have h : √(3 : ℝ) ^ 2 = 3 := Real.sq_sqrt (by norm_num)
  simp only [bondMatrix, triangularBond]
  -- only the relation s² = 3 matters
  generalize √(3 : ℝ) = s at h ⊢
  ext i j
  fin_cases i <;> fin_cases j <;>
    simp [Matrix.sum_apply, Fin.sum_univ_six, Fin.sum_univ_two, vecMulVec_apply,
      dotProduct]
  · linear_combination (q 1 ^ 2 / 4) * h
  · linear_combination (q 0 * q 1 / 2) * h
  · linear_combination (q 0 * q 1 / 2) * h
  · linear_combination (q 0 ^ 2 / 4 + (s ^ 2 + 3) * q 1 ^ 2 / 4) * h

/-- The dynamical matrix turns a displacement `v` into a part along `q`, proportional to
`q·v`, and a part along `v` itself. -/
theorem dynamicalMatrix_mulVec (n K : ℝ) (q v : Fin 2 → ℝ) :
    dynamicalMatrix n K q *ᵥ v =
      ((2 * π * n / len q + 3 / 2 * K) * (q ⬝ᵥ v)) • q
        + (3 / 4 * K * len q ^ 2) • v := by
  rw [dynamicalMatrix, triangular_isotropy, len_sq]
  generalize 2 * π * n / len q = c
  ext i
  fin_cases i <;>
    simp [Matrix.mulVec, dotProduct, Fin.sum_univ_two, vecMulVec_apply,
      Matrix.one_apply] <;> ring

/-- For `q ≠ 0` the displacement along `q` is a mode with eigenvalue
`2πn|q| + (9/4)K|q|²`, and every nonzero displacement perpendicular to `q` is a mode with
eigenvalue `(3/4)K|q|²`. -/
theorem longitudinal_and_transverse_modes (n K : ℝ) {q : Fin 2 → ℝ} (hq : q ≠ 0) :
    Module.End.HasEigenvector (Matrix.toLin' (dynamicalMatrix n K q))
      (2 * π * n * len q + 9 / 4 * K * len q ^ 2) q ∧
    ∀ v : Fin 2 → ℝ, v ≠ 0 → q ⬝ᵥ v = 0 →
      Module.End.HasEigenvector (Matrix.toLin' (dynamicalMatrix n K q))
        (3 / 4 * K * len q ^ 2) v := by
  have hl : len q ≠ 0 := (len_pos hq).ne'
  have hc : 2 * π * n / len q * len q ^ 2 = 2 * π * n * len q := by field_simp
  constructor
  · refine ⟨Module.End.mem_eigenspace_iff.2 ?_, hq⟩
    have hL : (2 * π * n / len q + 3 / 2 * K) * len q ^ 2 + 3 / 4 * K * len q ^ 2
        = 2 * π * n * len q + 9 / 4 * K * len q ^ 2 := by
      linear_combination hc
    rw [Matrix.toLin'_apply, dynamicalMatrix_mulVec, ← len_sq q, ← add_smul, hL]
  · intro v hv hqv
    refine ⟨Module.End.mem_eigenspace_iff.2 ?_, hv⟩
    rw [Matrix.toLin'_apply, dynamicalMatrix_mulVec, hqv, mul_zero, zero_smul, zero_add]

/-- For `q ≠ 0` the dynamical matrix has the longitudinal and the transverse eigenvalue
and no others. -/
theorem spectrum_complete (n K : ℝ) {q : Fin 2 → ℝ} (hq : q ≠ 0) (μ : ℝ) :
    Module.End.HasEigenvalue (Matrix.toLin' (dynamicalMatrix n K q)) μ ↔
      μ = 2 * π * n * len q + 9 / 4 * K * len q ^ 2 ∨ μ = 3 / 4 * K * len q ^ 2 := by
  have modes := longitudinal_and_transverse_modes n K hq
  constructor
  · intro h
    obtain ⟨v, hv⟩ := h.exists_hasEigenvector
    have e := hv.apply_eq_smul
    by_cases c : q ⬝ᵥ v = 0
    · right
      have t := (modes.2 v hv.2 c).apply_eq_smul
      exact smul_left_injective ℝ hv.2 (e.symm.trans t)
    · left
      have hl : len q ≠ 0 := (len_pos hq).ne'
      have hc : 2 * π * n / len q * len q ^ 2 = 2 * π * n * len q := by field_simp
      -- project the eigenvalue equation on q
      rw [Matrix.toLin'_apply, dynamicalMatrix_mulVec] at e
      have d := congrArg (fun w => q ⬝ᵥ w) e
      simp only [dotProduct_add, dotProduct_smul, smul_eq_mul, ← len_sq q] at d
      apply mul_right_cancel₀ c
      linear_combination (q ⬝ᵥ v) * hc - d
  · rintro (rfl | rfl)
    · exact Module.End.hasEigenvalue_of_hasEigenvector modes.1
    · -- q turned by a right angle is a transverse displacement
      refine Module.End.hasEigenvalue_of_hasEigenvector (modes.2 ![-q 1, q 0] ?_ ?_)
      · intro h
        have h0 := congrFun h 0
        have h1 := congrFun h 1
        apply hq
        ext i
        fin_cases i
        · simpa using h1
        · simpa using h0
      · simp only [dotProduct, Fin.sum_univ_two, Matrix.cons_val_zero, Matrix.cons_val_one]
        ring

/-- For positive density and bond strength and `q ≠ 0`, every nonzero displacement has a
positive quadratic form in the dynamical matrix. -/
theorem stability {n K : ℝ} (hn : 0 < n) (hK : 0 < K) {q v : Fin 2 → ℝ}
    (hq : q ≠ 0) (hv : v ≠ 0) : 0 < v ⬝ᵥ (dynamicalMatrix n K q *ᵥ v) := by
  have hlq := len_pos hq
  have hlv := len_pos hv
  have hA : 0 ≤ 2 * π * n / len q + 3 / 2 * K := by positivity
  have h1 := mul_nonneg hA (mul_self_nonneg (q ⬝ᵥ v))
  rw [← mul_assoc] at h1
  have h2 : 0 < 3 / 4 * K * len q ^ 2 * len v ^ 2 := by positivity
  rw [dynamicalMatrix_mulVec, dotProduct_add, dotProduct_smul, dotProduct_smul,
    smul_eq_mul, smul_eq_mul, dotProduct_comm v q, ← len_sq v]
  exact add_pos_of_nonneg_of_pos h1 h2

/-- On the square lattice the wavevector `q = (2, 1)` is not an eigenvector of its own
nearest-neighbour bond sum. -/
theorem square_lattice_not_longitudinal (μ : ℝ) :
    bondMatrix squareBond ![2, 1] *ᵥ ![2, 1] ≠ μ • ![2, 1] := by
  intro h
  have b0 : squareBond 0 = ![1, 0] := rfl
  have b1 : squareBond 1 = ![0, 1] := rfl
  have b2 : squareBond 2 = ![-1, 0] := rfl
  have b3 : squareBond 3 = ![0, -1] := rfl
  simp only [bondMatrix, Fin.sum_univ_four, b0, b1, b2, b3] at h
  have h0 := congrFun h 0
  have h1 := congrFun h 1
  -- the two components would require μ = 8 and μ = 2
  simp only [Matrix.mulVec, dotProduct, Fin.sum_univ_two, Matrix.add_apply,
    Matrix.smul_apply, vecMulVec_apply, Pi.smul_apply, smul_eq_mul,
    Matrix.cons_val_zero, Matrix.cons_val_one] at h0 h1
  linarith

end

end WignerCrystalModes
```

```lean
#print axioms WignerCrystalModes.longitudinal_and_transverse_modes
#print axioms WignerCrystalModes.spectrum_complete
#print axioms WignerCrystalModes.stability
#print axioms WignerCrystalModes.square_lattice_not_longitudinal
```

```
'WignerCrystalModes.longitudinal_and_transverse_modes' depends on axioms: [propext, Classical.choice, Quot.sound]
'WignerCrystalModes.spectrum_complete' depends on axioms: [propext, Classical.choice, Quot.sound]
'WignerCrystalModes.stability' depends on axioms: [propext, Classical.choice, Quot.sound]
'WignerCrystalModes.square_lattice_not_longitudinal' depends on axioms: [propext, Classical.choice, Quot.sound]
```

## From matrix entries to the spectrum

`len_sq` and `len_pos` supply the two facts about length used throughout: $|q|^2=q\cdot q$, and $|q|>0$ for nonzero $q$.

`triangular_isotropy` is the entry-by-entry computation of $B$. The proof replaces $\sqrt3$ by a symbol `s` of which only $s^2=3$ is known. After `ext i j` and `fin_cases`, `simp` expands the six-term sum in each of the four entries, and `linear_combination` closes each one with a suitable multiple of $s^2=3$.

`dynamicalMatrix_mulVec` inserts this identity and proves the formula for $Dv$. The Coulomb coefficient is treated as a single constant `c`, so that what remains in each component is a polynomial identity for `ring`.

In `longitudinal_and_transverse_modes`, the auxiliary equation `hc` performs the cancellation $(2\pi n/|q|)\,|q|^2=2\pi n|q|$, and `hL` collects the coefficients into $\lambda_L$. The transverse half substitutes $q\cdot v=0$, which removes the term along $q$.

`spectrum_complete` makes the same case distinction as the derivation. When $q\cdot v=0$, two multiples of the same nonzero vector are equal, and `smul_left_injective` equates their factors. When $q\cdot v\neq0$, `congrArg` takes the scalar product of the eigenvalue equation with $q$, and `mul_right_cancel₀` removes the common factor. The converse uses $q$ itself and the rotated vector `![-q 1, q 0]`.

`stability` splits the quadratic form into its two terms. The first is nonnegative because it is a square times a coefficient that is nonnegative for positive `n` and `K`, the second is strictly positive, and `add_pos_of_nonneg_of_pos` combines them.

`square_lattice_not_longitudinal` evaluates the supposed eigenvalue equation in both components. These are the incompatible conditions $\mu=8$ and $\mu=2$, from which `linarith` derives the contradiction.
